# Isospectral atoms of a real symmetric Hückel matrix are exchanged by an orthogonal symmetry that need not permute atoms

## Equal densities on two unlike carbons of styrene

If I look for symmetry only among permutations of atoms, I cannot account for a regularity in the Hückel orbitals of styrene with equal site energies and equal bonds, and I would put it down to chance or a bug. In every π orbital, the para ring carbon and the vinyl carbon attached to the ring have equal squared coefficients. Yet the vinyl carbon has a terminal neighbour and the para carbon has none, so no relabelling of the skeleton can take one to the other. Is there a symmetry behind this, and if so, what does it do to the atoms?

## A reflection that exchanges two atomic orbitals

There is one, but it mixes atomic orbitals instead of permuting them. Let $A$ be a real symmetric Hückel matrix and $e_u$ the atomic orbital on atom $u$, as a coordinate vector. Call $u$ and $v$ isospectral if $(A^k)_{uu}=(A^k)_{vv}$ for every $k\ge 0$. For an adjacency matrix, this says that equally many closed walks of each length start at $u$ and at $v$. Isospectral atoms are exactly those for which some symmetric orthogonal $Q$ with $Q^2=1$ commutes with $A$ and satisfies $Qe_u=e_v$.

**From equal moments to a symmetry.** Let $W$ be the span of all vectors $A^k(e_u-e_v)$. Then $A$ maps $W$ into itself. It also maps $W^\perp$ into itself: for $b\in W^\perp$ and $w\in W$, $\langle w,Ab\rangle=\langle Aw,b\rangle=0$. The sum $e_u+e_v$ lies in $W^\perp$, because

$$\langle A^k(e_u-e_v),\,e_u+e_v\rangle=(A^k)_{uu}+(A^k)_{vu}-(A^k)_{uv}-(A^k)_{vv}=0.$$

The cross terms cancel by symmetry of $A^k$, and the diagonal terms by assumption.

Let $Q$ be $-1$ on $W$ and $+1$ on $W^\perp$. It is symmetric, since the two spaces are orthogonal, and $Q^2=1$; together these make it orthogonal. It commutes with $A$ because $A$ preserves both spaces. Finally,

$$Qe_u=\tfrac12Q(e_u-e_v)+\tfrac12Q(e_u+e_v)=\tfrac12(e_v-e_u)+\tfrac12(e_u+e_v)=e_v.$$

**From a symmetry to equal moments.** Since $Q$ commutes with $A^k$,

$$(A^k)_{vv}=\langle Qe_u,A^kQe_u\rangle=\langle e_u,QA^kQe_u\rangle=\langle e_u,A^kQ^2e_u\rangle=(A^k)_{uu}.$$

**Equal densities.** Let $Ac=Ec$ with $E$ nondegenerate. Then $A(Qc)=QAc=E\,Qc$, so $Qc=tc$ for some real $t$. Hence $c_v=\langle Qe_u,c\rangle=\langle e_u,Qc\rangle=tc_u$, and likewise $c_u=tc_v$. Therefore $c_u^2=tc_uc_v=c_v^2$. In this non-interacting model, an electron in the orbital is equally likely to be found on either atom.

**Styrene.** With equal site energies and equal bonds, take $A$ to be the adjacency matrix of the carbon skeleton. Number the ring atoms 0 to 5, with vinyl atom 6 bonded to atom 0 and terminal atom 7 bonded to atom 6. The para atom is 3. One suitable $Q$ fixes $e_1$ and $e_5$, exchanges $e_3$ and $e_6$, and acts on the other four orbitals by

$$\begin{aligned}Qe_0&=\tfrac12(e_0+e_2+e_4-e_7),& Qe_2&=\tfrac12(e_0+e_2-e_4+e_7),\\ Qe_4&=\tfrac12(e_0-e_2+e_4+e_7),& Qe_7&=\tfrac12(-e_0+e_2+e_4+e_7).\end{aligned}$$

These four vectors are orthonormal and their coefficient matrix is symmetric, so $Q^2=1$. For commutation, start with atom 6: $QAe_6=Q(e_0+e_7)=e_2+e_4=Ae_3=AQe_6$. Applying $Q$ to both sides of $Q(e_0+e_7)=e_2+e_4$ gives the relation for atom 3. For atoms 1 and 5, $Q(e_0+e_2)=e_0+e_2$ and $Q(e_0+e_4)=e_0+e_4$. Thus the commutator $C=QA-AQ$ vanishes on $e_1,e_3,e_5,e_6$. It maps the other four orbitals into the span of these, and $C^T=-C$, so it vanishes there too.

The characteristic polynomial of this $A$ is $(x^2-1)(x^2-2)(x^4-5x^2+2)$, which has eight distinct real roots. Every level is therefore nondegenerate, and the density result covers every π orbital of styrene.

A bond-preserving permutation taking 6 to 3 would send atom 7 to a neighbour of 3, that is, to 2 or 4. Each of those has two neighbours, while atom 7 has one, so no such permutation exists.

### The statement in Lean

Atoms are the elements of a finite type `n`, and `A : Matrix n n ℝ` with `Aᵀ = A` is the Hückel matrix. Site energies and couplings may vary freely. The orbital $e_u$ is `Pi.single u 1`, and `*ᵥ` applies a matrix to a vector.

`Isospectral` takes the moment condition as its definition; textbooks often compare the spectra left after deleting each atom. `IsHiddenSymmetry` lists the properties of $Q$. Despite its name, it also admits permutation symmetries that are their own inverse, such as a mirror reflection of the skeleton, and the identity when $u=v$.

The equivalence is `isospectral_iff_hiddenSymmetry`. In `orbital_density_eq`, the hypothesis `hnd` expresses nondegeneracy: every solution at energy `E` is a multiple of `c`. The vector need not be normalised; dividing by its norm preserves the equality. In `exists_involution`, by contrast, the letter `E` denotes the vector space.

The matrix `styrene` contains only zeros and ones. It corresponds to $H=\alpha 1+\beta A$, where the site energy $\alpha$ is the same for all carbons and the resonance integral $\beta$ the same for all bonds. An eigenvalue $E$ of $A$ then means an orbital energy $\alpha+\beta E$. The theorems about styrene give the symmetry and exclude the permutation; its spectrum is not computed in Lean, so nondegeneracy has to be supplied there as a hypothesis to use the density result.

The step left to physical judgement is the replacement of the molecule's π electrons by independent electrons governed by such a matrix in an orthonormal basis. With unequal bonds, this particular $Q$ may fail to commute with the matrix.

```lean
import Mathlib

open Matrix

namespace IsospectralPoints

noncomputable section

variable {n : Type*} [Fintype n] [DecidableEq n]

/-- Atoms `u` and `v` are isospectral for `A` if all powers of `A` have equal diagonal
entries at `u` and `v`. -/
def Isospectral (A : Matrix n n ℝ) (u v : n) : Prop :=
  ∀ k : ℕ, (A ^ k) u u = (A ^ k) v v

/-- A hidden symmetry of `A` from `u` to `v`: a symmetric orthogonal matrix with square one
that commutes with `A` and maps the atomic orbital at `u` to the one at `v`. -/
structure IsHiddenSymmetry (A Q : Matrix n n ℝ) (u v : n) : Prop where
  symm : Qᵀ = Q
  orth : Qᵀ * Q = 1
  sq : Q * Q = 1
  comm : Q * A = A * Q
  maps : Q *ᵥ Pi.single u 1 = Pi.single v 1

omit [DecidableEq n] in
/-- A real symmetric matrix can be moved from one side of the dot product to the other. -/
theorem dot_symm {M : Matrix n n ℝ} (hM : Mᵀ = M) (x y : n → ℝ) :
    (M *ᵥ x) ⬝ᵥ y = x ⬝ᵥ (M *ᵥ y) := by
  rw [Matrix.dotProduct_mulVec, ← Matrix.vecMul_transpose, hM]

/-- In a finite-dimensional real inner product space, if two vectors have equal moments of a
symmetric operator `T`, a symmetric involution commuting with `T` maps one to the other. -/
theorem exists_involution {E : Type*} [NormedAddCommGroup E] [InnerProductSpace ℝ E]
    [FiniteDimensional ℝ E] (T : E →ₗ[ℝ] E) (hT : T.IsSymmetric) (x y : E)
    (h : ∀ k : ℕ, inner ℝ x ((T ^ k) x) = inner ℝ y ((T ^ k) y)) :
    ∃ R : E →ₗ[ℝ] E, R.IsSymmetric ∧ (∀ z, R (R z) = z) ∧
      (∀ z, R (T z) = T (R z)) ∧ R x = y := by
  have hpow : ∀ (k : ℕ) (a b : E), inner ℝ ((T ^ k) a) b = inner ℝ a ((T ^ k) b) := by
    intro k
    induction k with
    | zero => intro a b; simp
    | succ k ih =>
      intro a b
      calc inner ℝ ((T ^ (k + 1)) a) b = inner ℝ ((T ^ k) (T a)) b := by
            rw [pow_succ, Module.End.mul_apply]
        _ = inner ℝ a (T ((T ^ k) b)) := by rw [ih]; exact hT _ _
        _ = inner ℝ a ((T ^ (k + 1)) b) := by rw [pow_succ', Module.End.mul_apply]
  -- the space generated from the difference x - y
  let W : Submodule ℝ E := Submodule.span ℝ (Set.range fun k : ℕ => (T ^ k) (x - y))
  have hTW : W ≤ W.comap T := Submodule.span_le.2 (by
    rintro _ ⟨k, rfl⟩
    exact Submodule.subset_span ⟨k + 1, by simp only [pow_succ', Module.End.mul_apply]⟩)
  have hTO : ∀ b ∈ Wᗮ, T b ∈ Wᗮ := by
    intro b hb
    rw [Submodule.mem_orthogonal] at hb ⊢
    intro w hw
    exact (hT w b).symm.trans (hb _ (hTW hw))
  have hdiff : x - y ∈ W := Submodule.subset_span ⟨0, by simp⟩
  -- equal moments make x + y orthogonal to this space
  have hsum : x + y ∈ Wᗮ := by
    rw [Submodule.mem_orthogonal]
    intro w hw
    refine Submodule.span_induction (p := fun w _ => inner ℝ w (x + y) = 0)
      ?_ ?_ ?_ ?_ hw
    · rintro _ ⟨k, rfl⟩
      simp only [map_sub, inner_sub_left, inner_add_right]
      linarith [hpow k x x, hpow k y y, hpow k x y, real_inner_comm x ((T ^ k) y), h k]
    · exact inner_zero_left _
    · intro a b _ _ ha hb
      rw [inner_add_left, ha, hb, add_zero]
    · intro c a _ ha
      rw [real_inner_smul_left, ha, mul_zero]
  -- R is -1 on W and +1 on its complement
  obtain ⟨R, hR⟩ : ∃ R : E →ₗ[ℝ] E, ∀ z, R z = -W.reflection z :=
    ⟨-W.reflection.toLinearEquiv.toLinearMap, fun _ => rfl⟩
  have hRW : ∀ a ∈ W, R a = -a := fun a ha => by
    rw [hR, Submodule.reflection_mem_subspace_eq_self ha]
  have hRO : ∀ b ∈ Wᗮ, R b = b := fun b hb => by
    rw [hR, Submodule.reflection_mem_subspace_orthogonalComplement_eq_neg hb, neg_neg]
  refine ⟨R, ?_, ?_, ?_, ?_⟩
  · intro a b
    have := W.reflection.inner_map_map a (W.reflection b)
    rw [Submodule.reflection_reflection] at this
    rw [hR, hR, inner_neg_left, inner_neg_right, this]
  · intro z
    rw [hR, hR, map_neg, Submodule.reflection_reflection, neg_neg]
  · intro z
    obtain ⟨a, ha, b, hb, rfl⟩ := W.exists_add_mem_mem_orthogonal z
    rw [map_add, map_add, map_add, hRW _ (hTW ha), hRO _ (hTO b hb), hRW a ha, hRO b hb,
      map_add, map_neg]
  · calc R x = (1 / 2 : ℝ) • (R (x - y) + R (x + y)) := by
          rw [← map_add, ← map_smul]; congr 1; module
      _ = y := by rw [hRW _ hdiff, hRO _ hsum]; module

/-- A hidden symmetry of `A` from `u` to `v` makes the two atoms isospectral. -/
theorem IsHiddenSymmetry.isospectral {A Q : Matrix n n ℝ} {u v : n}
    (hQ : IsHiddenSymmetry A Q u v) : Isospectral A u v := by
  intro k
  have hk : Q * A ^ k = A ^ k * Q := (show Commute Q A from hQ.comm).pow_right k
  have entry : ∀ i, (A ^ k) i i =
      (Pi.single i 1 : n → ℝ) ⬝ᵥ (A ^ k *ᵥ Pi.single i 1) := fun i => by simp
  rw [entry u, entry v, ← hQ.maps, dot_symm hQ.symm, Matrix.mulVec_mulVec,
    Matrix.mulVec_mulVec, hk, mul_assoc, hQ.sq, mul_one]

/-- Two atoms of a real symmetric matrix are isospectral exactly when a hidden symmetry
maps one to the other. -/
theorem isospectral_iff_hiddenSymmetry {A : Matrix n n ℝ} (hA : Aᵀ = A) (u v : n) :
    Isospectral A u v ↔ ∃ Q, IsHiddenSymmetry A Q u v := by
  refine ⟨fun h => ?_, fun ⟨_, hQ⟩ => hQ.isospectral⟩
  have hin : ∀ a b : EuclideanSpace ℝ n, inner ℝ a b = a.ofLp ⬝ᵥ b.ofLp := fun a b => by
    simp [PiLp.inner_apply, dotProduct, mul_comm]
  let e := WithLp.linearEquiv 2 ℝ (n → ℝ)
  obtain ⟨T, hT⟩ : ∃ T : EuclideanSpace ℝ n →ₗ[ℝ] EuclideanSpace ℝ n,
      ∀ z, T z = WithLp.toLp 2 (A *ᵥ z.ofLp) :=
    ⟨e.symm.toLinearMap ∘ₗ A.mulVecLin ∘ₗ e.toLinearMap, fun _ => rfl⟩
  have hTk : ∀ (k : ℕ) z, (T ^ k) z = WithLp.toLp 2 (A ^ k *ᵥ z.ofLp) := by
    intro k z
    induction k with
    | zero => simp
    | succ k ih => rw [pow_succ', Module.End.mul_apply, ih, hT, Matrix.mulVec_mulVec, pow_succ']
  obtain ⟨R, hRs, hRR, hRT, hRu⟩ := exists_involution T
    (fun a b => by rw [hin, hin, hT, hT]; exact dot_symm hA _ _)
    (WithLp.toLp 2 (Pi.single u 1)) (WithLp.toLp 2 (Pi.single v 1))
    (fun k => by rw [hin, hin, hTk, hTk]; simpa using h k)
  -- write the involution as a matrix
  obtain ⟨Q, hQ⟩ : ∃ Q : Matrix n n ℝ, ∀ x, Q *ᵥ x = (R (WithLp.toLp 2 x)).ofLp :=
    ⟨LinearMap.toMatrix' (e.toLinearMap ∘ₗ R ∘ₗ e.symm.toLinearMap), fun x => by
      rw [← Matrix.toLin'_apply, Matrix.toLin'_toMatrix']; rfl⟩
  have ext' : ∀ M N : Matrix n n ℝ, (∀ x, M *ᵥ x = N *ᵥ x) → M = N := fun M N hMN =>
    Matrix.toLin'.injective (LinearMap.ext fun x => by
      simpa only [Matrix.toLin'_apply] using hMN x)
  have hsymm : Qᵀ = Q := by
    ext i j
    have entry : ∀ i j, Q i j = (Pi.single i 1 : n → ℝ) ⬝ᵥ (Q *ᵥ Pi.single j 1) :=
      fun i j => by simp
    have hij := hRs (WithLp.toLp 2 (Pi.single i 1)) (WithLp.toLp 2 (Pi.single j 1))
    rw [hin, hin] at hij
    rw [Matrix.transpose_apply, entry j i, entry i j, hQ, hQ]
    exact (dotProduct_comm _ _).trans hij
  have hsq : Q * Q = 1 := ext' _ _ fun x => by
    rw [← Matrix.mulVec_mulVec, Matrix.one_mulVec, hQ, hQ]
    exact congrArg WithLp.ofLp (hRR (WithLp.toLp 2 x))
  refine ⟨Q, hsymm, by rw [hsymm, hsq], hsq, ext' _ _ fun x => ?_, ?_⟩
  · rw [← Matrix.mulVec_mulVec, ← Matrix.mulVec_mulVec, hQ, hQ]
    have hx := hRT (WithLp.toLp 2 x)
    rw [hT, hT] at hx
    exact congrArg WithLp.ofLp hx
  · rw [hQ]
    exact congrArg WithLp.ofLp hRu

/-- For a real symmetric matrix, an orbital `c` whose energy `E` is nondegenerate has equal
squared coefficients on isospectral atoms. -/
theorem orbital_density_eq {A : Matrix n n ℝ} (hA : Aᵀ = A) {u v : n}
    (h : Isospectral A u v) {E : ℝ} {c : n → ℝ} (hc : A *ᵥ c = E • c)
    (hnd : ∀ d, A *ᵥ d = E • d → ∃ t : ℝ, d = t • c) : c u ^ 2 = c v ^ 2 := by
  obtain ⟨Q, hQ⟩ := (isospectral_iff_hiddenSymmetry hA u v).1 h
  -- Q c has the same energy, so it is a multiple of c
  obtain ⟨t, ht⟩ := hnd (Q *ᵥ c) (by
    rw [Matrix.mulVec_mulVec, ← hQ.comm, ← Matrix.mulVec_mulVec, hc, Matrix.mulVec_smul])
  have hv : c v = t * c u := by
    calc c v = (Pi.single v 1 : n → ℝ) ⬝ᵥ c := by simp
      _ = (Pi.single u 1 : n → ℝ) ⬝ᵥ (t • c) := by rw [← hQ.maps, dot_symm hQ.symm, ht]
      _ = t * c u := by simp
  have hu : c u = t * c v := by
    calc c u = (Pi.single u 1 : n → ℝ) ⬝ᵥ (Q *ᵥ (Q *ᵥ c)) := by
          rw [Matrix.mulVec_mulVec, hQ.sq, Matrix.one_mulVec]; simp
      _ = (Pi.single v 1 : n → ℝ) ⬝ᵥ (t • c) := by rw [← dot_symm hQ.symm, hQ.maps, ht]
      _ = t * c v := by simp
  linear_combination c u * hu - c v * hv

/-- Bonds of the styrene carbon skeleton: ring atoms 0 to 5, vinyl atoms 6 and 7, with
atom 6 bonded to ring atom 0. -/
def styreneBonds : Matrix (Fin 8) (Fin 8) ℤ :=
  !![0, 1, 0, 0, 0, 1, 1, 0; 1, 0, 1, 0, 0, 0, 0, 0; 0, 1, 0, 1, 0, 0, 0, 0;
     0, 0, 1, 0, 1, 0, 0, 0; 0, 0, 0, 1, 0, 1, 0, 0; 1, 0, 0, 0, 1, 0, 0, 0;
     1, 0, 0, 0, 0, 0, 0, 1; 0, 0, 0, 0, 0, 0, 1, 0]

/-- An integer matrix that mixes the atoms of styrene, equal to twice `styreneSymmetry`. -/
def styreneMixing : Matrix (Fin 8) (Fin 8) ℤ :=
  !![1, 0, 1, 0, 1, 0, 0, -1; 0, 2, 0, 0, 0, 0, 0, 0; 1, 0, 1, 0, -1, 0, 0, 1;
     0, 0, 0, 0, 0, 0, 2, 0; 1, 0, -1, 0, 1, 0, 0, 1; 0, 0, 0, 0, 0, 2, 0, 0;
     0, 0, 0, 2, 0, 0, 0, 0; -1, 0, 1, 0, 1, 0, 0, 1]

/-- The real adjacency matrix of the styrene carbon skeleton. -/
def styrene : Matrix (Fin 8) (Fin 8) ℝ := (Int.castRingHom ℝ).mapMatrix styreneBonds

/-- Half of the integer mixing matrix, as a real matrix. -/
def styreneSymmetry : Matrix (Fin 8) (Fin 8) ℝ :=
  (1 / 2 : ℝ) • (Int.castRingHom ℝ).mapMatrix styreneMixing

/-- The matrix `styreneSymmetry` is a hidden symmetry of styrene from vinyl atom 6 to the
para ring atom 3. -/
theorem styrene_witness : IsHiddenSymmetry styrene styreneSymmetry 6 3 := by
  have ht : styreneMixingᵀ = styreneMixing := by decide +kernel
  have hs : ∀ i j, styreneMixing j i = styreneMixing i j := fun i j =>
    congrFun (congrFun ht i) j
  have h2 : styreneMixing * styreneMixing = (4 : ℕ) • 1 := by decide +kernel
  have hc : styreneMixing * styreneBonds = styreneBonds * styreneMixing := by decide +kernel
  have hm : ∀ i, styreneMixing i 6 = if i = 3 then 2 else 0 := by decide +kernel
  have hsymm : styreneSymmetryᵀ = styreneSymmetry := by
    ext i j
    change (1 / 2 : ℝ) * ((styreneMixing j i : ℤ) : ℝ) =
      (1 / 2 : ℝ) * ((styreneMixing i j : ℤ) : ℝ)
    rw [hs i j]
  have hsq : styreneSymmetry * styreneSymmetry = 1 := by
    unfold styreneSymmetry
    rw [smul_mul_assoc, mul_smul_comm, ← map_mul, h2, map_nsmul, map_one]
    module
  refine ⟨hsymm, by rw [hsymm, hsq], hsq, ?_, ?_⟩
  · unfold styreneSymmetry styrene
    rw [smul_mul_assoc, mul_smul_comm, ← map_mul, ← map_mul, hc]
  · ext i
    rw [Matrix.mulVec_single_one]
    change (1 / 2 : ℝ) * ((styreneMixing i 6 : ℤ) : ℝ) = _
    rw [hm i, Pi.single_apply]
    split_ifs <;> norm_num

/-- No permutation of the atoms of styrene that preserves all bonds takes vinyl atom 6 to
the para ring atom 3. -/
theorem styrene_no_permutation : ¬ ∃ σ : Equiv.Perm (Fin 8),
    (∀ i j, styrene (σ i) (σ j) = styrene i j) ∧ σ 6 = 3 := by
  rintro ⟨σ, hσ, h6⟩
  have hb : ∀ i j, styreneBonds (σ i) (σ j) = styreneBonds i j := fun i j =>
    Int.cast_injective (α := ℝ) (hσ i j)
  -- atom 7 is terminal, while each neighbour of atom 3 has a second neighbour
  have leaf : ∀ j, 1 = styreneBonds 7 j → j = 6 := by decide +kernel
  have nbr : ∀ w, styreneBonds 3 w = styreneBonds 6 7 → w = 2 ∨ w = 4 := by decide +kernel
  have key : ∀ w, styreneBonds 3 w = styreneBonds 6 7 →
      ∃ z, z ≠ 3 ∧ styreneBonds w z = 1 := by
    intro w hw
    rcases nbr w hw with rfl | rfl
    · exact ⟨1, by decide, by decide +kernel⟩
    · exact ⟨5, by decide, by decide +kernel⟩
  have h7 := hb 6 7
  rw [h6] at h7
  obtain ⟨z, hz, hwz⟩ := key _ h7
  have h := hb 7 (σ.symm z)
  rw [σ.apply_symm_apply, hwz] at h
  exact hz ((σ.symm_apply_eq.mp (leaf _ h)).trans h6)

end

end IsospectralPoints
```

```lean
#print axioms IsospectralPoints.isospectral_iff_hiddenSymmetry
#print axioms IsospectralPoints.orbital_density_eq
#print axioms IsospectralPoints.styrene_no_permutation
```

```
'IsospectralPoints.isospectral_iff_hiddenSymmetry' depends on axioms: [propext, Classical.choice, Quot.sound]
'IsospectralPoints.orbital_density_eq' depends on axioms: [propext, Classical.choice, Quot.sound]
'IsospectralPoints.styrene_no_permutation' depends on axioms: [propext, Classical.choice, Quot.sound]
```

### From the reflection to the matrix entries

`exists_involution` carries out the construction for a symmetric operator `T` on any finite-dimensional real inner product space. There `hpow` moves powers of `T` across the inner product, while `hTW` and `hTO` show that $W$ and $W^\perp$ are invariant. In `hsum`, span induction reduces orthogonality to the generators, where `linarith` performs the cancellation displayed above. Mathlib's `W.reflection` is $+1$ on $W$, so the required map is its negative. Commutation is checked by splitting a vector into its parts in $W$ and $W^\perp$.

`isospectral_iff_hiddenSymmetry` carries this over to matrices. It works in `EuclideanSpace ℝ n`, whose inner product is the dot product, applies the lemma to the two atomic orbitals, and converts the resulting map to a matrix with `LinearMap.toMatrix'`. The converse is `IsHiddenSymmetry.isospectral`, which uses `dot_symm` to move $Q$ across the dot product and does not need $A$ to be symmetric.

In `orbital_density_eq`, `hv` and `hu` are the relations $c_v=tc_u$ and $c_u=tc_v$, and `linear_combination` eliminates $t$.

For styrene, `styreneMixing` is $M=2Q$, which keeps the arithmetic in the integers. `decide +kernel` checks that $M$ is symmetric, that $M^2=4$, that $M$ commutes with the bond matrix, and that its column 6 is $2e_3$. `styrene_witness` then passes to real numbers and halves $M$.

In `styrene_no_permutation`, `key` finds a neighbour `z` of the image of atom 7 with `z ≠ 3`. Pulled back through the permutation, `z` becomes a neighbour of atom 7, which `leaf` identifies as atom 6. So `z` would be the image of 6, namely 3, a contradiction.
